# Squared norms on an su(1,1) ladder above a lowest state

A pumped nonlinear crystal can create photons in pairs, one photon in each of two modes. Let a₁ and a₂ be the annihilation operators of the modes. One pair is added by K₊ = a₁†a₂† and removed by K₋ = a₁a₂. Start from a state v that contains no pair to remove, such as the vacuum, and add n pairs. The result K₊ⁿ v is in general not normalised, and its length is what one divides by to get a normalised state.

With K₀ = (a₁†a₁ + a₂†a₂ + 1)/2, these operators satisfy the commutation relations of the Lie algebra su(1,1),

[K₀, K₊] = K₊, [K₋, K₊] = 2K₀,

and K₋ is the adjoint of K₊. These relations, together with K₋v = 0 and K₀v = kv for a nonzero v and a real k, already fix the length:

‖K₊ⁿ v‖² = n! · 2k(2k+1)···(2k+n−1) · ‖v‖².

They also force k ≥ 0. For k > 0 the formula therefore normalises the states K₊ⁿ v, whose superpositions include the two-mode squeezed vacuum when v is the vacuum. It does the same for any other ladder that obeys these relations and starts from a lowest state.

## The space and the three operators

```lean
import Mathlib

open scoped InnerProductSpace

namespace SU11UnitaryLadder

noncomputable section

variable {E : Type*} [NormedAddCommGroup E] [InnerProductSpace ℂ E]
```

`E` is any complex inner-product space. It may have finite or infinite dimension, and it need not be complete.

```lean
/-- Operators `K0`, `Kp`, `Km` on a complex inner-product space with `[K0, Kp] = Kp`,
`[Km, Kp] = 2 K0` and `Km` adjoint to `Kp`. -/
structure IsUnitarySU11 (K0 Kp Km : Module.End ℂ E) : Prop where
  weight_raise : K0 * Kp - Kp * K0 = Kp
  lower_raise : Km * Kp - Kp * Km = (2 : ℂ) • K0
  adjoint : ∀ x y, ⟪Km x, y⟫_ℂ = ⟪x, Kp y⟫_ℂ
```

`Module.End ℂ E` is the type of linear maps from `E` to itself, and `*` is composition. `K0`, `Kp` and `Km` stand for K₀, K₊ and K₋. The structure `IsUnitarySU11` collects three conditions: the two commutators above and

⟨K₋x, y⟩ = ⟨x, K₊y⟩ for all x and y.

The inner product is conjugate-linear in its first argument, as in Dirac notation. The word "unitary" in the name refers to this adjoint condition, which belongs to unitary representations of the group SU(1,1); the three operators themselves are not unitary.

The relation [K₀, K₋] = −K₋ is missing from the list because it follows by hand. The operator 2K₀ = K₋K₊ − K₊K₋ is symmetric, and taking adjoints in [K₀, K₊] = K₊ gives the third commutator. Symmetry also means that an eigenvalue of K₀ is real, so taking k real loses nothing.

In the physical problem the operators are unbounded, while here they act on every vector of `E`. One should read `E` as a common domain that all three map into itself, such as the finite combinations of photon-number states. The step from there to self-adjoint operators on the full Hilbert space, and so to the squeezing operator as an exponential, needs a separate argument.

## Each step raises the weight by one

```lean
variable {K0 Kp Km : Module.End ℂ E} {v : E} {k : ℝ}

/-- For a unitary su(1,1) triple, if `K0 v = k v`, then `Kp^n v` satisfies the same equation with
`k + n` in place of `k`. -/
theorem IsUnitarySU11.weight_ladder (h : IsUnitarySU11 K0 Kp Km)
    (hk : K0 v = (k : ℂ) • v) (n : ℕ) :
    K0 ((Kp ^ n) v) = ((k + n : ℝ) : ℂ) • (Kp ^ n) v := by
  induction n with
  | zero => simpa using hk
  | succ n ih =>
    have e : K0 (Kp ((Kp ^ n) v)) = Kp (K0 ((Kp ^ n) v)) + Kp ((Kp ^ n) v) :=
      sub_eq_iff_eq_add'.mp (LinearMap.congr_fun h.weight_raise ((Kp ^ n) v))
    rw [pow_succ', Module.End.mul_apply, e, ih, map_smul]
    push_cast
    module
```

The theorem says

K₀ K₊ⁿ v = (k + n) K₊ⁿ v.

The number k in K₀v = kv is called the weight of v. Write vₙ = K₊ⁿ v, so that v₀ = v. The case n = 0 is the assumption on v. If the equation holds for n, the first commutator gives

K₀vₙ₊₁ = K₊K₀vₙ + K₊vₙ = (k + n)vₙ₊₁ + vₙ₊₁ = (k + n + 1)vₙ₊₁.

The Lean proof is the same induction. The line `e` is the commutator applied to vₙ, `ih` is the equation for n, and the tactic `module` collects the coefficients. The equation also holds when vₙ = 0, so it does not yet say that vₙ is an eigenvector.

## The ratio of successive squared norms

```lean
/-- For a unitary su(1,1) triple, if `Km v = 0` and `K0 v = k v`, one step up the ladder from
`Kp^n v` multiplies the squared norm by `(n + 1)(2k + n)`. -/
theorem IsUnitarySU11.norm_sq_succ (h : IsUnitarySU11 K0 Kp Km)
    (h0 : Km v = 0) (hk : K0 v = (k : ℂ) • v) (n : ℕ) :
    ‖(Kp ^ (n + 1)) v‖ ^ 2 = (n + 1) * (2 * k + n) * ‖(Kp ^ n) v‖ ^ 2 := by
  have hl : ∀ x, Km (Kp x) = Kp (Km x) + (2 : ℂ) • K0 x := fun x =>
    sub_eq_iff_eq_add'.mp (LinearMap.congr_fun h.lower_raise x)
  -- going up and down again returns the same state times a real number
  have hlad : ∀ m : ℕ, Km (Kp ((Kp ^ m) v)) =
      (((m + 1) * (2 * k + m) : ℝ) : ℂ) • (Kp ^ m) v := by
    intro m
    induction m with
    | zero =>
      rw [hl, h.weight_ladder hk]
      simp only [pow_zero, Module.End.one_apply, h0, map_zero]
      push_cast
      module
    | succ m ih =>
      rw [hl, h.weight_ladder hk, pow_succ', Module.End.mul_apply, ih, map_smul]
      push_cast
      module
  -- move one raising operator across the inner product
  rw [pow_succ' Kp n, Module.End.mul_apply, ← inner_self_eq_norm_sq (𝕜 := ℂ),
    ← inner_self_eq_norm_sq (𝕜 := ℂ), ← h.adjoint, hlad, inner_smul_left,
    Complex.conj_ofReal]
  exact Complex.re_ofReal_mul _ _
```

In ordinary notation,

‖vₙ₊₁‖² = (n + 1)(2k + n) ‖vₙ‖².

The first task is to show that going up one step and down again returns the same state times a number:

K₋K₊vₘ = (m + 1)(2k + m) vₘ.

This is `hlad` in the code. For m = 0, the second commutator and K₋v = 0 give

K₋K₊v = K₊K₋v + 2K₀v = 2kv.

For the step from m to m + 1, the same commutator, the weight of vₘ₊₁ and the equation for m give

K₋K₊vₘ₊₁ = K₊(K₋K₊vₘ) + 2K₀vₘ₊₁
= [(m + 1)(2k + m) + 2(k + m + 1)] vₘ₊₁
= (m + 2)(2k + m + 1) vₘ₊₁.

In Lean, `hl` is the commutator in the form K₋K₊x = K₊K₋x + 2K₀x, and it opens both cases of the induction.

Now one raising operator moves across the inner product:

‖vₙ₊₁‖² = ⟨K₊vₙ, K₊vₙ⟩ = ⟨K₋K₊vₙ, vₙ⟩ = (n + 1)(2k + n) ‖vₙ‖².

The final `rw` does this with `h.adjoint` and `hlad`. The number comes out of the first argument complex-conjugated, and `Complex.conj_ofReal` removes the conjugation because the number is real.

A mistake comes easily here to anyone who knows spin. There [J₊, J₋] = 2J₀, while here [K₋, K₊] = 2K₀. With the spin sign the factor becomes −(n + 1)(2k + n). For k = −j that is (n + 1)(2j − n), which vanishes at n = 2j and ends the ladder. With the su(1,1) sign and k > 0 the factor is positive at every step.

## The norm formula and the sign of k

```lean
/-- For a unitary su(1,1) triple and a nonzero `v` with `Km v = 0` and `K0 v = k v`: `k ≥ 0`, the
squared norm of `Kp^n v` is `n! ∏_{i<n} (2k + i) ‖v‖²`, and no `Kp^n v` vanishes if `k > 0`. -/
theorem IsUnitarySU11.ladder_norms (h : IsUnitarySU11 K0 Kp Km)
    (hv : v ≠ 0) (h0 : Km v = 0) (hk : K0 v = (k : ℂ) • v) :
    0 ≤ k ∧
    (∀ n : ℕ, ‖(Kp ^ n) v‖ ^ 2 =
      n.factorial * (∏ i ∈ Finset.range n, (2 * k + i)) * ‖v‖ ^ 2) ∧
    (0 < k → ∀ n : ℕ, (Kp ^ n) v ≠ 0) := by
  have hpos : 0 < ‖v‖ := norm_pos_iff.mpr hv
  have formula : ∀ n : ℕ, ‖(Kp ^ n) v‖ ^ 2 =
      n.factorial * (∏ i ∈ Finset.range n, (2 * k + i)) * ‖v‖ ^ 2 := by
    intro n
    induction n with
    | zero => simp
    | succ n ih =>
      rw [h.norm_sq_succ h0 hk, ih, Finset.prod_range_succ, Nat.factorial_succ]
      push_cast
      ring
  refine ⟨?_, formula, fun hk0 n hz => ?_⟩
  · -- the first raised state has squared norm 2k‖v‖²
    have h1 := formula 1
    simp only [Nat.factorial_one, Finset.prod_range_one, Nat.cast_one, Nat.cast_zero,
      one_mul, add_zero] at h1
    have h2 : 0 ≤ 2 * k * ‖v‖ ^ 2 := h1 ▸ sq_nonneg _
    have h3 := nonneg_of_mul_nonneg_left h2 (pow_pos hpos 2)
    linarith
  · have hf := formula n
    rw [hz, norm_zero, zero_pow two_ne_zero] at hf
    have hp : 0 < ∏ i ∈ Finset.range n, (2 * k + (i : ℝ)) :=
      Finset.prod_pos fun i _ => by positivity
    have hn : (0 : ℝ) < n.factorial := by exact_mod_cast n.factorial_pos
    exact absurd hf (mul_pos (mul_pos hn hp) (pow_pos hpos 2)).ne
```

The hypotheses are that v is nonzero, that K₋v = 0 and that K₀v = kv. The conclusion has three parts, joined by `∧`:

k ≥ 0,

‖K₊ⁿ v‖² = n! ∏_{i<n} (2k + i) ‖v‖² for every n,

K₊ⁿ v ≠ 0 for every n, if k > 0.

`Finset.range n` is the set of numbers 0, …, n − 1. For n = 0 the product is empty and equals 1, and the formula reads ‖v‖² = ‖v‖².

By hand, the formula comes from multiplying the ratios of the previous theorem. The factors n + 1 build up the factorial, and the factors 2k + n build up the product. Lean does this by induction: `Finset.prod_range_succ` and `Nat.factorial_succ` split off the last factor of each, and `ring` compares the two sides.

For n = 1 the formula reads

‖K₊v‖² = 2k ‖v‖².

The left side is not negative and ‖v‖² is positive, so k ≥ 0. If k > 0, every factor on the right of the general formula is positive, and K₊ⁿ v cannot be zero. The code assumes K₊ⁿ v = 0 (`hz`) and contradicts the positive right-hand side.

For k > 0 the normalised states are |n⟩ = vₙ/‖vₙ‖, and the ratio of norms gives the familiar matrix element

K₊|n⟩ = √((n + 1)(2k + n)) |n+1⟩.

The pair-creation problem offers a comparison. If v has d photons in the first mode and none in the second, then k = (d + 1)/2 and the formula gives n!(d + n)!/d! for normalised v. Applying a₁† and a₂† n times each gives the same number.

```lean
/-- For a unitary su(1,1) triple, a nonzero `v` with `Km v = 0` and `K0 v = k v` is annihilated by
`Kp` exactly when `k = 0`. -/
theorem IsUnitarySU11.raise_eq_zero_iff (h : IsUnitarySU11 K0 Kp Km)
    (hv : v ≠ 0) (h0 : Km v = 0) (hk : K0 v = (k : ℂ) • v) : Kp v = 0 ↔ k = 0 := by
  have h1 : ‖Kp v‖ ^ 2 = 2 * k * ‖v‖ ^ 2 := by
    simpa using (h.ladder_norms hv h0 hk).2.1 1
  rw [← norm_eq_zero, ← sq_eq_zero_iff, h1]
  simp [hv]
```

This theorem settles the boundary case: K₊v = 0 exactly when k = 0. It follows from ‖K₊v‖² = 2k‖v‖² with v ≠ 0. For k = 0 the ladder consists of v alone, and the norm formula agrees, since its product contains the factor 2k = 0 as soon as n ≥ 1.

## An explicit ladder with k = 1/2

```lean
/-- The diagonal operator with entry `n + 1/2` on basis state `n`. -/
def weightOp (b : Module.Basis ℕ ℂ E) : Module.End ℂ E :=
  b.constr ℂ fun n => ((n : ℂ) + 1 / 2) • b n
```

`b` is an algebraic basis of `E` numbered by 0, 1, 2, …, which means that every vector is a finite combination of the states `b n` in exactly one way. The command `b.constr` defines a linear map by its values on the basis. Writing |n⟩ for `b n` from here on, this one is

K₀|n⟩ = (n + 1/2)|n⟩.

```lean
/-- The operator taking basis state `n` to `n + 1` times state `n + 1`. -/
def raiseOp (b : Module.Basis ℕ ℂ E) : Module.End ℂ E :=
  b.constr ℂ fun n => ((n : ℂ) + 1) • b (n + 1)
```

The raising operator is

K₊|n⟩ = (n + 1)|n+1⟩.

For two modes with n photons in each, this is the action of a₁†a₂†.

```lean
/-- The operator taking basis state `n` to `n` times state `n - 1`, and state `0` to zero. -/
def lowerOp (b : Module.Basis ℕ ℂ E) : Module.End ℂ E :=
  b.constr ℂ fun n => (n : ℂ) • b (n - 1)
```

The lowering operator is

K₋|n⟩ = n|n−1⟩.

In Lean's natural numbers 0 − 1 is 0, but the coefficient n = 0 makes K₋|0⟩ = 0 as it should be.

```lean
/-- On an orthonormal algebraic basis these operators form a unitary su(1,1) triple, and state
`0` is nonzero, annihilated by the lowering operator and of weight `1/2`. -/
theorem isUnitarySU11_of_orthonormal (b : Module.Basis ℕ ℂ E) (hb : Orthonormal ℂ b) :
    IsUnitarySU11 (weightOp b) (raiseOp b) (lowerOp b) ∧
    b 0 ≠ 0 ∧ lowerOp b (b 0) = 0 ∧ weightOp b (b 0) = ((1 / 2 : ℝ) : ℂ) • b 0 := by
  have hW : ∀ n, weightOp b (b n) = ((n : ℂ) + 1 / 2) • b n := b.constr_basis ℂ _
  have hR : ∀ n, raiseOp b (b n) = ((n : ℂ) + 1) • b (n + 1) := b.constr_basis ℂ _
  have hL0 : lowerOp b (b 0) = 0 := by rw [lowerOp, b.constr_basis]; simp
  have hL : ∀ n, lowerOp b (b (n + 1)) = ((n : ℂ) + 1) • b n := fun n => by
    rw [lowerOp, b.constr_basis]; simp
  have ho := orthonormal_iff_ite.mp hb
  refine ⟨⟨b.ext fun n => ?_, b.ext fun n => ?_, fun x y => ?_⟩,
    b.ne_zero 0, hL0, by rw [hW]; simp⟩
  · simp only [LinearMap.sub_apply, Module.End.mul_apply]
    rw [hR, hW, map_smul, map_smul, hW, hR]
    push_cast
    module
  · simp only [LinearMap.sub_apply, Module.End.mul_apply, LinearMap.smul_apply]
    cases n with
    | zero =>
      rw [hR, map_smul, hL, hL0, map_zero (raiseOp b), hW]
      push_cast
      module
    | succ n =>
      rw [hR, map_smul, hL, hL, map_smul, hR, hW]
      push_cast
      module
  · -- adjointness is checked on basis states and extended by linearity
    have hx := b.mem_span x
    induction hx using Submodule.span_induction with
    | zero => simp
    | add a c _ _ ha hc => rw [map_add, inner_add_left, inner_add_left, ha, hc]
    | smul c a _ ha => rw [map_smul, inner_smul_left, inner_smul_left, ha]
    | mem a ha =>
      obtain ⟨m, rfl⟩ := ha
      have hy := b.mem_span y
      induction hy using Submodule.span_induction with
      | zero => simp
      | add a c _ _ ha hc => rw [map_add, inner_add_right, inner_add_right, ha, hc]
      | smul c a _ ha => rw [map_smul, inner_smul_right, inner_smul_right, ha]
      | mem a ha =>
        obtain ⟨n, rfl⟩ := ha
        cases m with
        | zero => rw [hL0, hR, inner_zero_left, inner_smul_right, ho]; simp
        | succ m =>
          rw [hL, hR, inner_smul_left, inner_smul_right, ho, ho]
          by_cases hmn : m = n
          · subst hmn; simp
          · simp [hmn]
```

If the basis is orthonormal, these operators satisfy all three conditions, and |0⟩ is a nonzero lowest state with k = 1/2. By hand, the commutators are

[K₀, K₊]|n⟩ = (n + 1)[(n + 3/2) − (n + 1/2)]|n+1⟩ = K₊|n⟩,

[K₋, K₊]|n⟩ = [(n + 1)² − n²]|n⟩ = (2n + 1)|n⟩ = 2K₀|n⟩.

For the adjoint condition, take basis states |m⟩ and |n⟩. Both ⟨K₋m|n⟩ and ⟨m|K₊n⟩ equal n + 1 if m = n + 1, and both are zero otherwise.

In the proof, `b.ext` reduces an equation between operators to the basis states. The adjoint condition involves two vectors, so `Submodule.span_induction` extends it by linearity first in x and then in y.

```lean
/-- The standard orthonormal basis of the Hilbert space of square-summable sequences. -/
def stdBasis : HilbertBasis ℕ ℂ (lp (fun _ : ℕ => ℂ) 2) := default
```

A concrete space is still needed. `lp (fun _ : ℕ => ℂ) 2` is ℓ², the Hilbert space of square-summable complex sequences, and `stdBasis` is its standard orthonormal basis. A `HilbertBasis` allows infinite sums, so it is not yet the algebraic basis that the operators require.

```lean
/-- The standard basis states, as an algebraic basis of their finite linear combinations. -/
def level : Module.Basis ℕ ℂ (Submodule.span ℂ (Set.range stdBasis)) :=
  Module.Basis.span stdBasis.orthonormal.linearIndependent
```

`level` takes the same states as an algebraic basis of their span, the subspace of sequences with finitely many nonzero entries. The name stands for the basis states and not for their energies.

```lean
/-- The operators built on the standard basis states form a unitary su(1,1) triple, with
state `0` nonzero, annihilated by the lowering operator and of weight `1/2`. -/
theorem isUnitarySU11_witness :
    IsUnitarySU11 (weightOp level) (raiseOp level) (lowerOp level) ∧
    level 0 ≠ 0 ∧ lowerOp level (level 0) = 0 ∧
    weightOp level (level 0) = ((1 / 2 : ℝ) : ℂ) • level 0 := by
  refine isUnitarySU11_of_orthonormal level (orthonormal_iff_ite.mpr fun m n => ?_)
  rw [Submodule.coe_inner, level, Module.Basis.span_apply, Module.Basis.span_apply]
  exact orthonormal_iff_ite.mp stdBasis.orthonormal m n

end

end SU11UnitaryLadder
```

On this subspace the three operators satisfy every hypothesis of the norm formula, with `level 0` as v and k = 1/2. The proof passes the orthonormality of `stdBasis` on to `level` and applies the previous theorem. The example is the ladder of photon pairs above the two-mode vacuum, and for it the norm formula gives

‖K₊ⁿ|0⟩‖² = n! · 1·2···n = (n!)²,

in agreement with K₊ⁿ|0⟩ = n!|n⟩.

```lean
#print axioms SU11UnitaryLadder.IsUnitarySU11.ladder_norms
#print axioms SU11UnitaryLadder.IsUnitarySU11.raise_eq_zero_iff
```

```
'SU11UnitaryLadder.IsUnitarySU11.ladder_norms' depends on axioms: [propext, Classical.choice, Quot.sound]
'SU11UnitaryLadder.IsUnitarySU11.raise_eq_zero_iff' depends on axioms: [propext, Classical.choice, Quot.sound]
```
